# The two-term recurrence for the polynomial coefficients of hydrogenic s functions

In atomic units, the radial function R(r) of an `ns` state of a non-relativistic one-electron atom with a fixed point nucleus of charge Z is an exponential times a polynomial in x = 2Zr/n. `radialPoly n` is that polynomial, unnormalised, with constant term n. The theorem `radialPoly_recurrence` says that its coefficients c_k satisfy (k+1)(k+2)c_{k+1} + (n−1−k)c_k = 0 for all natural n and k; at n = 0, where there is no state, the polynomial is zero. The proof puts in the closed form of the coefficients and then asks `linear_combination` to derive the result from a binomial identity `h` and the fact `e` that k+1 times its inverse is 1.

An attempt in Lean 4 with a fault in it:

```lean
import Mathlib

open Polynomial Filter Topology

namespace HydrogenicCusp

noncomputable section

/-- The polynomial factor of the `ns` function, in the scaled variable `x = 2Zr/n`. -/
def radialPoly (n : ℕ) : ℝ[X] :=
  ∑ k ∈ Finset.range n,
    C ((-1) ^ k * (n.choose (k + 1) : ℝ) / (k.factorial : ℝ)) * X ^ k

/-- The coefficient of `x^k` in the polynomial factor, for every `k`. -/
theorem radialPoly_coeff (n k : ℕ) :
    (radialPoly n).coeff k = (-1) ^ k * (n.choose (k + 1) : ℝ) / (k.factorial : ℝ) := by
  simp only [radialPoly, finsetSum_coeff, coeff_C_mul_X_pow, Finset.sum_ite_eq,
    Finset.mem_range]
  split_ifs with h
  · rfl
  · rw [Nat.choose_eq_zero_of_lt (by omega)]
    simp

/-- The two-term recurrence between successive coefficients of the polynomial factor. -/
theorem radialPoly_recurrence (n k : ℕ) :
    ((k : ℝ) + 1) * (k + 2) * (radialPoly n).coeff (k + 1)
      + ((n : ℝ) - 1 - k) * (radialPoly n).coeff k = 0 := by
  have h : (n.choose (k + 1 + 1) : ℝ) * (k + 2) = n.choose (k + 1) * ((n : ℝ) - (k + 1)) := by
    by_cases hk : k + 1 ≤ n
    · have h' : ((n.choose (k + 1 + 1) * (k + 1 + 1) : ℕ) : ℝ)
          = ((n.choose (k + 1) * (n - (k + 1)) : ℕ) : ℝ) := by
        rw [Nat.choose_succ_right_eq n (k + 1)]
      rw [Nat.cast_mul, Nat.cast_mul, Nat.cast_sub hk] at h'
      push_cast at h'
      linear_combination h'
    · rw [Nat.choose_eq_zero_of_lt (show n < k + 1 + 1 by omega),
        Nat.choose_eq_zero_of_lt (show n < k + 1 by omega)]
      simp
  have e : ((k : ℝ) + 1) * ((k : ℝ) + 1)⁻¹ = 1 := mul_inv_cancel₀ (by positivity)
  rw [radialPoly_coeff, radialPoly_coeff, Nat.factorial_succ, Nat.cast_mul, Nat.cast_succ]
  linear_combination
    (-((k : ℝ) + 2) * (-1) ^ k * (n.choose (k + 1 + 1) : ℝ) / (k.factorial : ℝ)) * e
      + (-(-1) ^ k / (k.factorial : ℝ)) * h

end

end HydrogenicCusp
```

Messages:

```
Main.lean:41:2: error: ring failed, ring expressions not equal
n k : ℕ
h : ↑(n.choose (k + 1 + 1)) * (↑k + 2) = ↑(n.choose (k + 1)) * (↑n - (↑k + 1))
e : (↑k + 1) * (↑k + 1)⁻¹ = 1
⊢ -(↑k * ↑(n.choose (k + 1 + 1)) * (↑k * ↑k.factorial + ↑k.factorial)⁻¹ * (-1) ^ k * 3) +
              ↑k * ↑(n.choose (k + 1 + 1)) * (↑k.factorial)⁻¹ * (1 + ↑k)⁻¹ * (-1) ^ k * 3 -
            ↑k ^ 2 * ↑(n.choose (k + 1 + 1)) * (↑k * ↑k.factorial + ↑k.factorial)⁻¹ * (-1) ^ k +
          ↑k ^ 2 * ↑(n.choose (k + 1 + 1)) * (↑k.factorial)⁻¹ * (1 + ↑k)⁻¹ * (-1) ^ k -
        ↑(n.choose (k + 1 + 1)) * (↑k * ↑k.factorial + ↑k.factorial)⁻¹ * (-1) ^ k * 2 +
      ↑(n.choose (k + 1 + 1)) * (↑k.factorial)⁻¹ * (1 + ↑k)⁻¹ * (-1) ^ k * 2 =
    0
```

Fix (accepted with no message):

```diff
@@ -39,4 +39,6 @@
   have e : ((k : ℝ) + 1) * ((k : ℝ) + 1)⁻¹ = 1 := mul_inv_cancel₀ (by positivity)
   rw [radialPoly_coeff, radialPoly_coeff, Nat.factorial_succ, Nat.cast_mul, Nat.cast_succ]
+  -- split the inverse factorial so that the factor k + 1 cancels
+  simp only [div_eq_mul_inv, mul_inv]
   linear_combination
     (-((k : ℝ) + 2) * (-1) ^ k * (n.choose (k + 1 + 1) : ℝ) / (k.factorial : ℝ)) * e
```

Diagnosis. The error says that `ring`, which `linear_combination` calls for its final check, could not reduce what was left to zero. The mathematics is right, for the remaining terms cancel once the inverse of (k+1)·k! is known to equal the product of the inverses of k+1 and k!. But `ring` multiplied out the denominator first, and then treated the inverse of the sum k·k! + k! as a single unknown quantity. The terms brought in by `e` contain the two inverses separately, as `(↑k.factorial)⁻¹ * (1 + ↑k)⁻¹`, and `ring` did not see that the two forms are equal.

The added `simp only` splits the inverse while the denominator is still a product. `div_eq_mul_inv` turns each division into multiplication by an inverse, and `mul_inv` makes the inverse of a product into a product of inverses. The goal then contains the same separate inverses as the terms from `e`, so they cancel, and the `linear_combination` works unchanged. The other added line is only a comment.
